# Joining energy densities that carry different multiples of \(n''\) shifts the total energy by \((a-b)\,n'(c)\)

## Profiles, gauges and the joining plane

All functions are real functions of one coordinate \(x\), the direction perpendicular to a surface. The density profile is \(n(x)\), and primes denote derivatives with respect to \(x\). An energy density \(e(x)\) has the total energy \(\int_{-\infty}^{\infty} e\,dx\), which in a system uniform in the other two directions is an energy per unit area.

For a real number \(a\), the regauged energy density is \(e + a\,n''\). The number \(a\) is called its gauge here, measured relative to \(e\).

Two energy densities \(e_L\) and \(e_R\) are joined at a plane \(c\) by using \(e_L\) for \(x \le c\) and \(e_R\) for \(x > c\). The joined density is written \(J_c[e_L, e_R]\).

A profile is called localized if it is twice differentiable, \(n''\) is integrable, and \(n'(x) \to 0\) as \(x \to \pm\infty\). The profile itself need not vanish far away: a smooth step from a constant bulk density to vacuum also qualifies. The theorems also require integrable energy densities, however, so an energy density that tends to a nonzero constant in the bulk is covered only after its bulk contribution has been subtracted to leave an integrable remainder. The worked case is the Gaussian \(n(x) = \exp(-x^2)\), with \(x\) in units of its width and without normalisation.

## Why an energy density has a gauge

A total energy does not fix its energy density. The kinetic energy is a familiar case: in atomic units, the densities \(\tfrac12\sum_i|\nabla\psi_i|^2\) and \(-\tfrac12\sum_i\psi_i\nabla^2\psi_i\), for real orbitals \(\psi_i\), differ by \(\tfrac14\nabla^2 n\). The constant \(a\) stands for a choice of this kind.

The choice has no effect while one density is integrated over all space. It matters when different densities serve different regions, as in functionals built from model subsystems. AM05, which combines the Airy gas with the uniform electron gas, belongs to this family; the model below replaces its smooth interpolation by a sharp plane in one dimension and allows only multiples of \(n''\) as gauge terms.

## What the theorems say

In Lean, `regauge e n a` is \(e + a\,n''\), `joined c eL eR` is \(J_c[e_L,e_R]\), and `LocalizedProfile n` collects the conditions on the profile. `Integrable` refers to the whole line, while `IntegrableOn` with `Iic c` or `Ioi c` refers to the half-line \(x\le c\) or \(x>c\).

- `integral_regauge`: if \(n\) is localized and \(e\) is integrable, then \(e\) and \(e + a\,n''\) have the same total energy.
- `integral_joined_regauge`: if \(n\) is localized and \(e_L\), \(e_R\) are integrable on their own half-lines, then
\[
\int J_c[e_L + a\,n'',\; e_R + b\,n'']\,dx = \int J_c[e_L, e_R]\,dx + (a-b)\,n'(c).
\]
- `joined_invariant_iff_same_gauge`: if, in addition, \(n\) is not constant and \(e_L\), \(e_R\) are integrable on the whole line, the joined total is unchanged for every \(c\) exactly when \(a=b\).
- `gaussian_gauge_mismatch`: for the Gaussian and any integrable \(e\), the densities \(e\) and \(e+n''\) have equal totals, but using \(e\) up to \(c\) and \(e+n''\) beyond it changes the total by \(2c\exp(-c^2)\), which is nonzero for \(c\neq0\).

The condition \(a=b\) compares changes made to the two sides. If \(e_L\) and \(e_R\) start out in different gauges, equal changes preserve that mismatch; they do not repair it. The energy densities are arbitrary integrable functions, so nothing here derives them from an electronic Hamiltonian or selects a preferred gauge.

## From half-line integrals to the mismatch

On the whole line, the fundamental theorem of calculus and the decay of \(n'\) give
\[
\int_{-\infty}^{\infty} n''\,dx = \lim_{x\to\infty} n'(x) - \lim_{x\to-\infty} n'(x) = 0,
\]
so \(\int (e + a\,n'')\,dx = \int e\,dx\).

On the two half-lines, the slope at the plane survives:
\[
\int_{-\infty}^{c} n''\,dx = n'(c) - 0 = n'(c), \qquad
\int_{c}^{\infty} n''\,dx = 0 - n'(c) = -n'(c).
\]
The integral of the joined density splits at \(c\), and therefore
\[
\begin{aligned}
\int J_c[e_L + a\,n'', e_R + b\,n'']\,dx
&= \int_{-\infty}^{c} e_L\,dx + a\,n'(c) + \int_{c}^{\infty} e_R\,dx - b\,n'(c) \\
&= \int J_c[e_L,e_R]\,dx + (a-b)\,n'(c).
\end{aligned}
\]

If \(a=b\), the extra term is zero for every \(c\). Conversely, suppose that the total is unchanged for every \(c\) but \(a\neq b\). Then \((a-b)\,n'(c)=0\) for every \(c\), and division by \(a-b\) gives \(n'=0\) everywhere. The profile would be constant, contrary to assumption.

For the Gaussian,
\[
n'(x) = -2x\exp(-x^2), \qquad n''(x) = (4x^2-2)\exp(-x^2).
\]
The second derivative is a combination of \(x^2\exp(-x^2)\) and \(\exp(-x^2)\), both integrable. For the decay of the slope, start from \(\exp(x^2)\ge 1+x^2\) and multiply by \(\exp(-x^2)\). This gives \((1+x^2)\exp(-x^2)\le 1\), hence \(x^2\exp(-x^2)\le1\), and for \(x\neq0\)
\[
|n'(x)| = \frac{2x^2\exp(-x^2)}{|x|} \le \frac{2}{|x|},
\]
which tends to zero on both sides. The Gaussian is thus localized. Setting \(e_L=e_R=e\), \(a=0\) and \(b=1\) in the mismatch formula gives the change
\[
(0-1)\,n'(c) = 2c\exp(-c^2).
\]
The exponential is positive, so this is nonzero whenever \(c\neq0\).

## The Gaussian cut at \(c=1\)

Take \(e(x)=\exp(-x^2)\), whose total is \(\sqrt{\pi}\approx1.7725\). Then \(e+n''=(4x^2-1)\exp(-x^2)\), and its total over the whole line is also \(\sqrt\pi\), because \(\int x^2\exp(-x^2)\,dx=\sqrt\pi/2\) gives \(4\cdot\sqrt\pi/2-\sqrt\pi=\sqrt\pi\).

Now use \(e\) up to \(x=1\) and \(e+n''\) beyond. The additional contribution is
\[
\int_1^\infty (4x^2-2)\exp(-x^2)\,dx = \bigl[-2x\exp(-x^2)\bigr]_1^\infty = 2\exp(-1)\approx0.7358.
\]
The joined total is about \(2.5082\), more than 40 percent above the total that both densities share.

## A joining plane with zero slope cannot reveal a mismatch

A mistake that the algebra invites is to test gauge consistency at a single plane without checking the slope there. The Gaussian has \(n'(0)=0\), so a cut at its centre leaves the total unchanged for every pair \(a,b\), however different. The same happens at any stationary point of a profile. For this reason the quantifier over `c` in `joined_invariant_iff_same_gauge` stands inside the left side of the equivalence. If \(c\) were fixed beforehand, an unchanged total would imply \(a=b\) only when \(n'(c)\neq0\).

## The Lean file

```lean
import Mathlib

open MeasureTheory Filter Set Topology

namespace EnergyDensityGauge

noncomputable section

/-- The energy density `e` with `a` times the second derivative of the density `n` added. -/
def regauge (e n : ℝ → ℝ) (a : ℝ) : ℝ → ℝ := fun x => e x + a * deriv (deriv n) x

/-- The energy density that equals `eL` up to the point `c` and `eR` beyond it. -/
def joined (c : ℝ) (eL eR : ℝ → ℝ) : ℝ → ℝ := fun x => if x ≤ c then eL x else eR x

/-- A twice differentiable density profile whose second derivative is integrable and whose
slope vanishes far away on both sides. -/
structure LocalizedProfile (n : ℝ → ℝ) : Prop where
  differentiable : Differentiable ℝ n
  differentiable_deriv : Differentiable ℝ (deriv n)
  integrable : Integrable (deriv (deriv n))
  left : Tendsto (deriv n) atBot (𝓝 0)
  right : Tendsto (deriv n) atTop (𝓝 0)

/-- The Gaussian density profile `exp (-x²)`. -/
def gaussian : ℝ → ℝ := fun x => Real.exp (-x ^ 2)

/-- The total energy of a joined density is the sum of the energies of its two half-lines. -/
theorem integral_joined {f g : ℝ → ℝ} {c : ℝ} (hf : IntegrableOn f (Iic c))
    (hg : IntegrableOn g (Ioi c)) :
    ∫ x, joined c f g x = (∫ x in Iic c, f x) + ∫ x in Ioi c, g x := by
  have hL : EqOn (joined c f g) f (Iic c) := by
    intro x hx
    show (if x ≤ c then f x else g x) = f x
    exact if_pos hx
  have hR : EqOn (joined c f g) g (Ioi c) := by
    intro x hx
    show (if x ≤ c then f x else g x) = g x
    exact if_neg (not_le_of_gt hx)
  rw [← intervalIntegral.integral_Iic_add_Ioi (hf.congr_fun hL.symm measurableSet_Iic)
    (hg.congr_fun hR.symm measurableSet_Ioi),
    setIntegral_congr_fun measurableSet_Iic hL, setIntegral_congr_fun measurableSet_Ioi hR]

/-- Adding a multiple of `n''` to an energy density on the whole line leaves the total energy
unchanged. -/
theorem integral_regauge {e n : ℝ → ℝ} (hn : LocalizedProfile n) (he : Integrable e) (a : ℝ) :
    ∫ x, regauge e n a x = ∫ x, e x := by
  have h := integral_of_hasDerivAt_of_tendsto
    (fun x => (hn.differentiable_deriv x).hasDerivAt) hn.integrable hn.left hn.right
  simp only [regauge]
  rw [integral_add he (hn.integrable.const_mul a), integral_const_mul, h]
  ring

/-- If the left density carries `a n''` and the right one `b n''`, the total energy of the
joined density shifts by `(a - b) n'(c)`. -/
theorem integral_joined_regauge {eL eR n : ℝ → ℝ} {c : ℝ} (hn : LocalizedProfile n)
    (hL : IntegrableOn eL (Iic c)) (hR : IntegrableOn eR (Ioi c)) (a b : ℝ) :
    ∫ x, joined c (regauge eL n a) (regauge eR n b) x
      = (∫ x, joined c eL eR x) + (a - b) * deriv n c := by
  have iL : IntegrableOn (fun x => a * deriv (deriv n) x) (Iic c) :=
    (hn.integrable.const_mul a).integrableOn
  have iR : IntegrableOn (fun x => b * deriv (deriv n) x) (Ioi c) :=
    (hn.integrable.const_mul b).integrableOn
  -- the integrals of n'' over the left and right half-lines are n'(c) and -n'(c)
  have hl := integral_Iic_of_hasDerivAt_of_tendsto' (a := c)
    (fun x _ => (hn.differentiable_deriv x).hasDerivAt) hn.integrable.integrableOn hn.left
  have hr := integral_Ioi_of_hasDerivAt_of_tendsto' (a := c)
    (fun x _ => (hn.differentiable_deriv x).hasDerivAt) hn.integrable.integrableOn hn.right
  have L : ∫ x in Iic c, regauge eL n a x = (∫ x in Iic c, eL x) + a * deriv n c := by
    simp only [regauge]
    rw [integral_add hL iL, integral_const_mul, hl, sub_zero]
  have R : ∫ x in Ioi c, regauge eR n b x = (∫ x in Ioi c, eR x) - b * deriv n c := by
    simp only [regauge]
    rw [integral_add hR iR, integral_const_mul, hr]
    ring
  have jL : IntegrableOn (regauge eL n a) (Iic c) := hL.add iL
  have jR : IntegrableOn (regauge eR n b) (Ioi c) := hR.add iR
  rw [integral_joined jL jR, integral_joined hL hR, L, R]
  ring

/-- For a non-constant profile, the joined total energy is unaffected at every joining point
exactly when both sides carry the same multiple of `n''`. -/
theorem joined_invariant_iff_same_gauge {eL eR n : ℝ → ℝ} (hn : LocalizedProfile n)
    (hne : ∃ x y, n x ≠ n y) (hL : Integrable eL) (hR : Integrable eR) (a b : ℝ) :
    (∀ c, ∫ x, joined c (regauge eL n a) (regauge eR n b) x = ∫ x, joined c eL eR x)
      ↔ a = b := by
  constructor
  · intro h
    by_contra hab
    obtain ⟨x, y, hxy⟩ := hne
    -- otherwise the slope would vanish everywhere
    refine hxy (is_const_of_deriv_eq_zero hn.differentiable (fun c => ?_) x y)
    have hc := h c
    rw [integral_joined_regauge hn hL.integrableOn hR.integrableOn] at hc
    have h0 : (a - b) * deriv n c = 0 := by linarith
    exact (mul_eq_zero.mp h0).resolve_left (sub_ne_zero.mpr hab)
  · rintro rfl c
    rw [integral_joined_regauge hn hL.integrableOn hR.integrableOn]
    ring

/-- The slope of the Gaussian profile is `-2 x exp (-x²)`. -/
theorem hasDerivAt_gaussian (x : ℝ) :
    HasDerivAt gaussian (-2 * x * Real.exp (-x ^ 2)) x := by
  have h : HasDerivAt (fun y : ℝ => -y ^ 2) (-(2 * x)) x :=
    (hasDerivAt_pow 2 x).fun_neg.congr_deriv (by norm_num)
  exact h.exp.congr_deriv (by ring)

/-- The Gaussian is a localized density profile. -/
theorem localizedProfile_witness : LocalizedProfile gaussian := by
  have d1 : deriv gaussian = fun x => -2 * x * Real.exp (-x ^ 2) :=
    funext fun x => (hasDerivAt_gaussian x).deriv
  have h2 : ∀ x, HasDerivAt (deriv gaussian) ((4 * x ^ 2 - 2) * Real.exp (-x ^ 2)) x := by
    intro x
    rw [d1]
    exact (((hasDerivAt_id' x).const_mul (-2)).fun_mul (hasDerivAt_gaussian x)).congr_deriv
      (by simp only [gaussian]; ring)
  have d2 : deriv (deriv gaussian) = fun x => (4 * x ^ 2 - 2) * Real.exp (-x ^ 2) :=
    funext fun x => (h2 x).deriv
  -- the slope is bounded by 2 / |x|, because x² exp (-x²) ≤ 1
  have bound : ∀ x, ‖deriv gaussian x‖ ≤ 2 * |x|⁻¹ := by
    intro x
    rw [d1]
    rcases eq_or_ne x 0 with rfl | hx
    · simp
    have hp : 0 < |x| := abs_pos.mpr hx
    have hE := Real.exp_pos (-x ^ 2)
    have h3 : Real.exp (x ^ 2) * Real.exp (-x ^ 2) = 1 := by
      rw [← Real.exp_add]; simp
    have h4 := mul_le_mul_of_nonneg_right (Real.add_one_le_exp (x ^ 2)) hE.le
    have h5 : |(-2 : ℝ)| = 2 := by norm_num
    have h6 : 2 * |x| * Real.exp (-x ^ 2) * |x| = 2 * (x ^ 2 * Real.exp (-x ^ 2)) := by
      linear_combination 2 * Real.exp (-x ^ 2) * sq_abs x
    rw [Real.norm_eq_abs, abs_mul, abs_mul, Real.abs_exp, h5, ← div_eq_mul_inv,
      le_div_iff₀ hp, h6]
    nlinarith
  have lim : Tendsto (fun y : ℝ => 2 * y⁻¹) atTop (𝓝 0) := by
    simpa using (tendsto_inv_atTop_zero (𝕜 := ℝ)).const_mul 2
  refine ⟨fun x => (hasDerivAt_gaussian x).differentiableAt,
    fun x => (h2 x).differentiableAt, ?_,
    squeeze_zero_norm bound (lim.comp tendsto_abs_atBot_atTop),
    squeeze_zero_norm bound (lim.comp tendsto_abs_atTop_atTop)⟩
  have i0 := integrable_exp_neg_mul_sq (b := 1) one_pos
  have i2 := integrable_rpow_mul_exp_neg_mul_sq (b := 1) one_pos (s := 2) (by norm_num)
  simp only [Real.rpow_two, neg_mul, one_mul] at i0 i2
  rw [d2]
  refine ((i2.const_mul 4).sub (i0.const_mul 2)).congr (Eventually.of_forall fun x => ?_)
  show 4 * (x ^ 2 * Real.exp (-x ^ 2)) - 2 * Real.exp (-x ^ 2)
    = (4 * x ^ 2 - 2) * Real.exp (-x ^ 2)
  ring

/-- For the Gaussian density, `e` and `e + n''` have the same total energy, but using `e` left
of `c` and `e + n''` right of `c` changes it by `2 c exp (-c²)`, which is nonzero for `c ≠ 0`. -/
theorem gaussian_gauge_mismatch {e : ℝ → ℝ} (he : Integrable e) :
    (∫ x, regauge e gaussian 1 x = ∫ x, e x) ∧
    (∀ c, (∫ x, joined c e (regauge e gaussian 1) x) - ∫ x, e x
      = 2 * c * Real.exp (-c ^ 2)) ∧
    ∀ c : ℝ, c ≠ 0 → 2 * c * Real.exp (-c ^ 2) ≠ 0 := by
  refine ⟨integral_regauge localizedProfile_witness he 1, fun c => ?_, fun c hc =>
    mul_ne_zero (mul_ne_zero two_ne_zero hc) (Real.exp_pos _).ne'⟩
  have h := integral_joined_regauge (c := c) localizedProfile_witness
    he.integrableOn he.integrableOn 0 1
  have h0 : regauge e gaussian 0 = e := by
    funext x
    simp [regauge]
  have h1 : joined c e e = e := by
    funext x
    simp [joined]
  rw [h0, h1, (hasDerivAt_gaussian c).deriv] at h
  rw [h]
  ring

end

end EnergyDensityGauge
```

```lean
#print axioms EnergyDensityGauge.joined_invariant_iff_same_gauge
#print axioms EnergyDensityGauge.gaussian_gauge_mismatch
```

```
'EnergyDensityGauge.joined_invariant_iff_same_gauge' depends on axioms: [propext, Classical.choice, Quot.sound]
'EnergyDensityGauge.gaussian_gauge_mismatch' depends on axioms: [propext, Classical.choice, Quot.sound]
```

## How the proof follows the calculation

**Splitting at the plane.** `integral_joined` first shows that the joined function agrees with `f` on \(x\le c\) and with `g` on \(x>c\); these are `hL` and `hR`. It then splits the whole integral into half-line integrals with `intervalIntegral.integral_Iic_add_Ioi` and replaces the joined function by the appropriate piece on each side.

**The whole line.** In `integral_regauge`, the Mathlib theorem `integral_of_hasDerivAt_of_tendsto` is the fundamental theorem of calculus with limits at both infinities. It is applied to \(n'\), whose derivative is \(n''\). Linearity of the integral then removes the gauge term.

**The mismatch formula.** `integral_joined_regauge` uses the two half-line versions of the same theorem. The results `hl` and `hr` are the integrals \(n'(c)\) and \(-n'(c)\) found above. The statements `L` and `R` add them to the energies of the two sides with the factors \(a\) and \(b\). Two uses of `integral_joined`, one with the gauge terms and one without, reduce the claim to algebra, which `ring` completes.

**Equal gauges.** The forward direction of `joined_invariant_iff_same_gauge` assumes \(a\neq b\) and takes two points at which \(n\) differs. At each `c`, the mismatch formula gives `h0`, the equation \((a-b)\,n'(c)=0\), and the nonzero factor is removed. `is_const_of_deriv_eq_zero` turns the vanishing slope into a constant profile, which contradicts the choice of points. The reverse direction substitutes \(a=b\) into the mismatch formula.

**The Gaussian.** `hasDerivAt_gaussian` obtains the slope by the chain rule. `localizedProfile_witness` then differentiates once more by the product rule, in `h2`, and verifies the conditions on the profile. The estimate `bound` is \(|n'(x)|\le2/|x|\), derived from `Real.add_one_le_exp`. It is stated for all `x`; at zero Lean sets the inverse to zero, and the inequality still holds because the slope vanishes there. `squeeze_zero_norm` converts the bound into the two limits, and integrability of \(n''\) comes from Mathlib's results for the Gaussian and its second moment.

**The Gaussian mismatch.** `gaussian_gauge_mismatch` takes its first claim from `integral_regauge` with \(a=1\). For the second, it applies the mismatch formula with gauges 0 and 1. The auxiliary facts `h0` and `h1` say that gauge 0 changes nothing and that joining \(e\) to itself returns \(e\), so the formula becomes a comparison with the original total. Inserting the Gaussian slope gives \(2c\exp(-c^2)\). The last claim follows because each of the three factors is nonzero when \(c\neq0\).
